# The quantum metric of a normalised state in n complex dimensions has rank at most 2n − 2

The declaration `rank_add_two_le` concerns a unit vector u in a complex inner product space of finite dimension n, with a finite family of vectors d_a in the role of its parameter derivatives. It states that the real matrix Re(⟨d_a,d_b⟩ − ⟨d_a,u⟩⟨u,d_b⟩), the quantum metric, has rank at most 2n − 2, however many parameters there are. The d_a may be any vectors; they need not come from an actual normalised family of states. The proof takes the horizontal parts d_a − ⟨u,d_a⟩u, whose real span has dimension equal to the rank, and places that span in the orthogonal complement of u, which has real dimension 2n − 2.

This version doesn't compile in Lean 4 with Mathlib:

```lean
import Mathlib

open Module Matrix

namespace RankAddTwoLe

noncomputable section

variable {E : Type*} [NormedAddCommGroup E] [InnerProductSpace ℂ E]
variable {ι : Type*} [Fintype ι]

/-- The horizontal part `x - ⟨u,x⟩ u` of a state change `x` at the state `u`. -/
def horizontal (u x : E) : E := x - (inner ℂ u x : ℂ) • u

/-- The quantum metric `Re (⟨d_a,d_b⟩ - ⟨d_a,u⟩⟨u,d_b⟩)` of a state `u` with
parameter derivatives `d_a`. -/
def quantumMetric (u : E) (d : ι → E) : Matrix ι ι ℝ :=
  Matrix.of fun a b =>
    ((inner ℂ (d a) (d b) : ℂ) - inner ℂ (d a) u * inner ℂ u (d b)).re

/-- A unit vector has inner product one with itself. -/
theorem inner_self_unit {u : E} (hu : ‖u‖ = 1) : (inner ℂ u u : ℂ) = 1 := by
  rw [inner_self_eq_norm_sq_to_K, hu]
  simp

omit [Fintype ι] in
/-- For a normalised state, the quantum metric is the matrix of real parts of the overlaps
between the horizontal parts of the derivatives. -/
theorem quantumMetric_eq_gram {u : E} (hu : ‖u‖ = 1) (d : ι → E) (a b : ι) :
    quantumMetric u d a b
      = (inner ℂ (horizontal u (d a)) (horizontal u (d b)) : ℂ).re := by
  simp only [quantumMetric, Matrix.of_apply, horizontal, inner_sub_left, inner_sub_right,
    inner_smul_left, inner_smul_right, inner_conj_symm, inner_self_unit hu]
  congr 1
  ring

/-- For a normalised state, a real parameter direction `v` is a null vector of the metric exactly
when the horizontal parts of the derivatives, weighted by `v`, sum to zero. -/
theorem mulVec_eq_zero_iff {u : E} (hu : ‖u‖ = 1) (d : ι → E) (v : ι → ℝ) :
    quantumMetric u d *ᵥ v = 0 ↔ ∑ a, (v a : ℂ) • horizontal u (d a) = 0 := by
  have key : ∀ a, (quantumMetric u d *ᵥ v) a
      = (inner ℂ (horizontal u (d a)) (∑ b, (v b : ℂ) • horizontal u (d b)) : ℂ).re := by
    intro a
    simp only [Matrix.mulVec, dotProduct, quantumMetric_eq_gram hu, inner_sum,
      inner_smul_right, Complex.re_sum, Complex.re_ofReal_mul]
    exact Finset.sum_congr rfl fun b _ => mul_comm _ _
  have left : ∀ y : E, (inner ℂ (∑ a, (v a : ℂ) • horizontal u (d a)) y : ℂ).re
      = ∑ a, v a * (inner ℂ (horizontal u (d a)) y : ℂ).re := by
    intro y
    simp only [sum_inner, inner_smul_left, Complex.conj_ofReal, Complex.re_sum,
      Complex.re_ofReal_mul]
  constructor
  · intro h
    -- the squared length of the weighted sum is the quadratic form of the metric
    have h0 := (left (∑ a, (v a : ℂ) • horizontal u (d a))).trans
      (Finset.sum_eq_zero fun a _ => by rw [← key a, h]; simp)
    have h1 : (inner ℂ (∑ a, (v a : ℂ) • horizontal u (d a))
        (∑ a, (v a : ℂ) • horizontal u (d a)) : ℂ).re
        = ‖∑ a, (v a : ℂ) • horizontal u (d a)‖ ^ 2 :=
      inner_self_eq_norm_sq (𝕜 := ℂ) _
    rw [h1] at h0
    exact norm_eq_zero.1 (pow_eq_zero_iff (two_ne_zero) |>.1 h0)
  · intro h
    funext a
    rw [key a, h]
    simp

/-- For a normalised state, the rank of the quantum metric is the number of real-linearly
independent horizontal parts among the derivatives. -/
theorem rank_eq_finrank_span {u : E} (hu : ‖u‖ = 1) (d : ι → E) :
    (quantumMetric u d).rank
      = finrank ℝ (Submodule.span ℝ (Set.range fun a => horizontal u (d a))) := by
  have hker : LinearMap.ker (quantumMetric u d).mulVecLin
      = LinearMap.ker (Fintype.linearCombination ℝ fun a => horizontal u (d a)) := by
    ext v
    rw [LinearMap.mem_ker, LinearMap.mem_ker, Matrix.mulVecLin_apply,
      Fintype.linearCombination_apply]
    exact mulVec_eq_zero_iff hu d v
  -- equal kernels give equal ranks
  have h1 := LinearMap.finrank_range_add_finrank_ker (quantumMetric u d).mulVecLin
  have h2 := LinearMap.finrank_range_add_finrank_ker
    (Fintype.linearCombination ℝ fun a => horizontal u (d a))
  rw [hker] at h1
  rw [← Fintype.range_linearCombination]
  unfold Matrix.rank
  omega

/-- In an `n`-dimensional state space, the vectors orthogonal to a normalised state form a space
of real dimension `2n - 2`. -/
theorem finrank_orthogonal [FiniteDimensional ℂ E] {u : E} (hu : ‖u‖ = 1) :
    finrank ℝ ((Submodule.span ℂ {u}).orthogonal.restrictScalars ℝ) + 2
      = 2 * finrank ℂ E := by
  have hu0 : u ≠ 0 := by
    rintro rfl
    simp at hu
  have h1 : finrank ℝ ((Submodule.span ℂ {u}).orthogonal.restrictScalars ℝ)
      = 2 * finrank ℂ (Submodule.span ℂ {u}).orthogonal :=
    finrank_real_of_complex (Submodule.span ℂ {u}).orthogonal
  have h2 := Submodule.finrank_add_finrank_orthogonal (Submodule.span ℂ {u})
  rw [finrank_span_singleton hu0] at h2
  omega

/-- Rank bound: for a normalised state in an `n`-dimensional state space, the quantum metric has
rank at most `2n - 2`, whatever the number of parameters. -/
theorem rank_add_two_le [FiniteDimensional ℂ E] {u : E} (hu : ‖u‖ = 1) (d : ι → E) :
    (quantumMetric u d).rank + 2 ≤ 2 * finrank ℂ E := by
  have hle : Submodule.span ℝ (Set.range fun a => horizontal u (d a))
      ≤ (Submodule.span ℂ {u}).orthogonal.restrictScalars ℝ := by
    rw [Submodule.span_le]
    rintro _ ⟨a, rfl⟩
    refine Submodule.mem_orthogonal_singleton_iff_inner_right.2 ?_
    rw [horizontal, inner_sub_right, inner_smul_right, inner_self_unit hu, mul_one, sub_self]
  have h1 := Submodule.finrank_mono hle
  have h2 := finrank_orthogonal hu
  rw [rank_eq_finrank_span hu]
  omega

end

end RankAddTwoLe
```

Compiling this gives:

```
Main.lean:112:8: error: Failed to rewrite using equation theorems for `horizontal`
```

Diagnosis. The message says that Lean could not rewrite with the defining equation of `horizontal`. The step is to show that each horizontal part is orthogonal to u. The pattern `rintro _ ⟨a, rfl⟩` replaces a member of the range by the function applied to `a`, so the vector in the goal is `(fun a => horizontal u (d a)) a`, not yet reduced to `horizontal u (d a)`. The only `horizontal` there stands under the `fun` and depends on its bound variable. `rw` cannot rewrite such an occurrence, and it does not reduce the application before it searches.

The added `change` states the goal as the inner product of `u` with `d a - (inner ℂ u (d a) : ℂ) • u` being zero. Lean accepts this because the two forms are equal by definition: the function is applied and `horizontal` unfolded. `horizontal` is therefore dropped from the `rw` list, and the remaining rewrites, unchanged, expand the inner product, use ⟨u,u⟩ = 1 and cancel the two equal terms.

As a diff, the version that Lean accepts:

```diff
@@ -110,5 +110,6 @@
     rintro _ ⟨a, rfl⟩
     refine Submodule.mem_orthogonal_singleton_iff_inner_right.2 ?_
-    rw [horizontal, inner_sub_right, inner_smul_right, inner_self_unit hu, mul_one, sub_self]
+    change (inner ℂ u (d a - (inner ℂ u (d a) : ℂ) • u) : ℂ) = 0
+    rw [inner_sub_right, inner_smul_right, inner_self_unit hu, mul_one, sub_self]
   have h1 := Submodule.finrank_mono hle
   have h2 := finrank_orthogonal hu
```
